# Auger-Parameter Shifts Equal Twice the Relaxation Shift at Fixed Hole Repulsion in a Linear Medium

The same element in two compounds can show two different core-level binding energies. Part of the difference is there before ionisation, because the level lies at a different energy (an initial-state shift). Part arises afterwards, because the surroundings screen the hole differently (a final-state shift). One binding energy cannot separate the two, but an Auger line from the same atom supplies a second number. In a model where all holes share one level and the medium responds linearly and relaxes fully around them, the two numbers together isolate the change in screening, provided that the repulsion between holes is the same in both compounds.

## Completing the square for a screened hole

Let $x$ be a real vector of medium coordinates, $A$ a symmetric positive definite stiffness matrix, and $b$ the force that one hole exerts on the medium. Let $e$ be the level energy, counted as the cost of a hole and so opposite in sign to an orbital energy, and let $U$ be the hole-hole repulsion. The energy with $n$ holes is

$$E(n)=ne+\tfrac12 n^2U+\min_x W_n(x),\qquad W_n(x)=\tfrac12\langle x,Ax\rangle-n\langle b,x\rangle .$$

Put $y=A^{-1}b$, so that $Ay=b$, and define the relaxation energy $R=\tfrac12\langle b,y\rangle$. Symmetry gives $\langle y,Ax\rangle=\langle Ay,x\rangle=\langle b,x\rangle$, hence

$$\tfrac12\langle x-ny,A(x-ny)\rangle=\tfrac12\langle x,Ax\rangle-n\langle b,x\rangle+n^2R=W_n(x)+n^2R .$$

The left side is positive unless $x=ny$. The minimum of $W_n$ is therefore $-n^2R$, attained only there, and

$$E(n)=ne+n^2\left(\tfrac12U-R\right).$$

The binding energy is $E_b=E(1)-E(0)=e+\tfrac12U-R$. The Auger decay turns one hole into two. With all holes placed in the same level, as in this model, the emitted electron carries $E(1)-E(2)$. The Auger parameter $\alpha$ is the sum of the two:

$$\alpha=2E(1)-E(0)-E(2)=2\left(e+\tfrac12U-R\right)-(2e+2U-4R)=-U+2R .$$

Writing $\Delta$ for the difference between two environments, $\Delta\alpha=-\Delta U+2\Delta R$. This equals $2\Delta R$ exactly when $\Delta U=0$. Moreover,

$$\Delta E_b+\tfrac12\Delta\alpha=\Delta e+\tfrac12\Delta U-\Delta R-\tfrac12\Delta U+\Delta R=\Delta e .$$

Finally, $2R=\langle y,Ay\rangle$ is positive when $y\neq0$, which is the same as $b\neq0$.

Symmetry of $A$ matters. Take $A=\begin{pmatrix}1&1\\-1&1\end{pmatrix}$ and $b=(1,0)$. Then $\langle x,Ax\rangle=|x|^2$ is still positive for $x\neq0$, and the minimum of $W_n$ is $-n^2/2$. But $A^{-1}b=(\tfrac12,\tfrac12)$, so the formula for $R$ gives $\tfrac14$ where the true lowering for one hole is $\tfrac12$.

## The site, its medium and its energies in Lean

```lean
import Mathlib

open Matrix

namespace AugerParameterRelaxation

noncomputable section
```

A `Site` collects the four parameters. The type `ι` labels the medium coordinates.

```lean
/-- A core level in a polarisable medium: the level energy `e`, the hole-hole repulsion `U`,
the stiffness matrix `A` of the medium and the coupling vector `b` of one hole to it. -/
structure Site (ι : Type*) where
  e : ℝ
  U : ℝ
  A : Matrix ι ι ℝ
  b : ι → ℝ
```

The labels form a finite set. A second type `κ` allows the other environment to have a different number of coordinates. In `mediumEnergy`, which is $W_n(x)$, `⬝ᵥ` is the dot product and `*ᵥ` applies a matrix to a vector. The hole number `n` is any real number, though the spectroscopy uses only 0, 1 and 2.

```lean
variable {ι κ : Type*} [Fintype ι] [DecidableEq ι] [Fintype κ] [DecidableEq κ]

/-- Energy of the medium at displacement `x` in the presence of `n` core holes. -/
def Site.mediumEnergy (M : Site ι) (n : ℝ) (x : ι → ℝ) : ℝ :=
  (x ⬝ᵥ M.A *ᵥ x) / 2 - n * (M.b ⬝ᵥ x)
```

The minimum is written as an infimum over all displacements; that it is attained is proved below.

```lean
/-- Energy with `n` core holes, the medium energy being minimised over all displacements.
The domain is a medium with positive definite stiffness. -/
def Site.energy (M : Site ι) (n : ℝ) : ℝ :=
  n * M.e + n ^ 2 * M.U / 2 + ⨅ x : ι → ℝ, M.mediumEnergy n x
```

The term $n^2U/2$ fixes a convention: a single hole already carries $U/2$. If the repulsion were written $n(n-1)U/2$, the level energy would become $e+U/2$. The Auger parameter would be unchanged, but $\Delta E_b+\tfrac12\Delta\alpha$ is the shift of this other level energy minus $\tfrac12\Delta U$, so the two agree only when $\Delta U=0$.

```lean
/-- The relaxation energy `R = ⟨b, A⁻¹ b⟩ / 2`, for an invertible stiffness matrix. -/
def Site.relaxation (M : Site ι) : ℝ := (M.b ⬝ᵥ M.A⁻¹ *ᵥ M.b) / 2

/-- Core-level binding energy: one-hole energy minus ground-state energy. -/
def Site.bindingEnergy (M : Site ι) : ℝ := M.energy 1 - M.energy 0

/-- Auger kinetic energy in this one-level model: one-hole energy minus two-hole energy. -/
def Site.augerKineticEnergy (M : Site ι) : ℝ := M.energy 1 - M.energy 2
```

All holes here share one level energy, so for a bound level the quantity called kinetic energy can be negative. In a real Auger decay the two final holes lie in shallower levels. This adds an offset. It cancels from the shifts if, for example, the level spacings and the differences in repulsion between the levels are the same in both environments, and within each environment a hole in any of these levels couples to the medium through the same vector $b$.

```lean
/-- The Auger parameter: Auger kinetic energy plus core-level binding energy. -/
def Site.augerParameter (M : Site ι) : ℝ := M.augerKineticEnergy + M.bindingEnergy
```

## The relaxed medium and its unique minimum

The hypothesis `M.A.PosDef` includes symmetry as well as positivity. It makes the determinant nonzero, which gives $Ay=b$.

```lean
/-- The displacement `A⁻¹ b` balances the force `b` exerted by one core hole. -/
theorem force_balance (M : Site ι) (hA : M.A.PosDef) :
    M.A *ᵥ (M.A⁻¹ *ᵥ M.b) = M.b := by
  have hdet : IsUnit M.A.det := hA.det_pos.ne'.isUnit
  rw [Matrix.mulVec_mulVec, Matrix.mul_nonsing_inv _ hdet, Matrix.one_mulVec]
```

The next theorem is the completed square. In its proof `hs` extracts symmetry, `h1` is the identity $\langle y,Ax\rangle=\langle b,x\rangle$, and `ring` collects the expanded terms.

```lean
/-- The medium energy is a quadratic form in the deviation from `n A⁻¹ b`, lowered by
`n ^ 2` times the relaxation energy. -/
theorem mediumEnergy_eq (M : Site ι) (hA : M.A.PosDef) (n : ℝ) (x : ι → ℝ) :
    M.mediumEnergy n x =
      ((x - n • (M.A⁻¹ *ᵥ M.b)) ⬝ᵥ M.A *ᵥ (x - n • (M.A⁻¹ *ᵥ M.b))) / 2
        - n ^ 2 * M.relaxation := by
  have hs : M.Aᵀ = M.A := by
    rw [← Matrix.conjTranspose_eq_transpose_of_trivial]
    exact hA.isHermitian.eq
  -- symmetry of the stiffness moves it onto the balanced displacement
  have h1 : (M.A⁻¹ *ᵥ M.b) ⬝ᵥ (M.A *ᵥ x) = M.b ⬝ᵥ x := by
    rw [Matrix.dotProduct_mulVec, ← Matrix.mulVec_transpose, hs, force_balance M hA]
  have h2 : x ⬝ᵥ M.b = M.b ⬝ᵥ x := dotProduct_comm _ _
  have h3 : (M.A⁻¹ *ᵥ M.b) ⬝ᵥ M.b = M.b ⬝ᵥ (M.A⁻¹ *ᵥ M.b) := dotProduct_comm _ _
  rw [Matrix.mulVec_sub, Matrix.mulVec_smul, force_balance M hA]
  simp only [Site.mediumEnergy, Site.relaxation, sub_dotProduct, dotProduct_sub,
    smul_dotProduct, dotProduct_smul, smul_eq_mul]
  rw [h1, h2, h3]
  ring
```

`IsLeast` says that $-n^2R$ is a value of the medium energy and that no value lies below it. The second half of the statement identifies the only displacement that reaches it. The step `hlt` applies positive definiteness to the nonzero deviation $x-ny$.

```lean
/-- With `n` core holes the medium energy has the minimum `-n ^ 2 R`, attained at the
displacement `n A⁻¹ b` and nowhere else. -/
theorem mediumEnergy_minimum (M : Site ι) (hA : M.A.PosDef) (n : ℝ) :
    IsLeast (Set.range (M.mediumEnergy n)) (-(n ^ 2 * M.relaxation)) ∧
      ∀ x, M.mediumEnergy n x = -(n ^ 2 * M.relaxation) ↔ x = n • (M.A⁻¹ *ᵥ M.b) := by
  -- any other displacement costs elastic energy
  have hlt : ∀ x, x ≠ n • (M.A⁻¹ *ᵥ M.b) →
      -(n ^ 2 * M.relaxation) < M.mediumEnergy n x := by
    intro x hx
    have h := hA.dotProduct_mulVec_pos (sub_ne_zero.2 hx)
    rw [star_trivial] at h
    rw [mediumEnergy_eq M hA]
    linarith
  have hiff : ∀ x, M.mediumEnergy n x = -(n ^ 2 * M.relaxation) ↔
      x = n • (M.A⁻¹ *ᵥ M.b) := by
    intro x
    constructor
    · intro h
      by_contra hx
      exact (hlt x hx).ne' h
    · intro hx
      rw [mediumEnergy_eq M hA, hx, sub_self, zero_dotProduct]
      ring
  refine ⟨⟨⟨_, (hiff _).2 rfl⟩, ?_⟩, hiff⟩
  rintro _ ⟨x, rfl⟩
  by_cases hx : x = n • (M.A⁻¹ *ᵥ M.b)
  · exact ((hiff x).2 hx).ge
  · exact (hlt x hx).le
```

A least element is the infimum, so the closed form of $E(n)$ follows.

```lean
/-- The relaxed energy with `n` core holes is `n e + n ^ 2 (U / 2 - R)`. -/
theorem energy_eq (M : Site ι) (hA : M.A.PosDef) (n : ℝ) :
    M.energy n = n * M.e + n ^ 2 * (M.U / 2 - M.relaxation) := by
  have h : ⨅ x : ι → ℝ, M.mediumEnergy n x = -(n ^ 2 * M.relaxation) :=
    (mediumEnergy_minimum M hA n).1.csInf_eq
  rw [Site.energy, h]
  ring
```

## Separating initial-state from final-state shifts

The first part below identifies the sum of the two measured energies with the second difference; the second part evaluates it.

```lean
/-- The Auger parameter is the second difference `2 E(1) - E(0) - E(2)` of the core-hole
energies, and it equals `-U + 2 R`. -/
theorem augerParameter_eq (M : Site ι) (hA : M.A.PosDef) :
    M.augerParameter = 2 * M.energy 1 - M.energy 0 - M.energy 2 ∧
      2 * M.energy 1 - M.energy 0 - M.energy 2 = -M.U + 2 * M.relaxation := by
  constructor
  · simp only [Site.augerParameter, Site.augerKineticEnergy, Site.bindingEnergy]
    ring
  · simp only [energy_eq M hA]
    ring
```

For two sites, substituting both values leaves a linear equation in which the relaxation energies cancel, and `linarith` settles each direction.

```lean
/-- Between two environments the Auger parameter changes by twice the change of the
relaxation energy if and only if the hole-hole repulsion is the same in both. -/
theorem augerParameter_shift_iff (M : Site ι) (M' : Site κ)
    (hA : M.A.PosDef) (hA' : M'.A.PosDef) :
    M'.augerParameter - M.augerParameter = 2 * (M'.relaxation - M.relaxation) ↔
      M'.U = M.U := by
  rw [(augerParameter_eq M hA).1, (augerParameter_eq M hA).2,
    (augerParameter_eq M' hA').1, (augerParameter_eq M' hA').2]
  constructor <;> intro h <;> linarith
```

With the convention $n^2U/2$ chosen above, the shift of $e$ needs no condition on $U$. Inserting the closed form of the energies reduces it to the cancellation done by hand above.

```lean
/-- The shift of the level energy `e` between two environments is the binding-energy shift
plus half the Auger-parameter shift, whether or not the repulsion `U` changes. -/
theorem initial_state_shift (M : Site ι) (M' : Site κ)
    (hA : M.A.PosDef) (hA' : M'.A.PosDef) :
    M'.e - M.e = (M'.bindingEnergy - M.bindingEnergy)
      + (M'.augerParameter - M.augerParameter) / 2 := by
  simp only [Site.augerParameter, Site.augerKineticEnergy, Site.bindingEnergy,
    energy_eq M hA, energy_eq M' hA']
  ring
```

The last theorem gives the sign of $R$. If $b\neq0$, then $y\neq0$, since otherwise $Ay=b$ would force $b=0$; positive definiteness at $y$ then gives $2R>0$.

```lean
/-- The relaxation energy is positive exactly when the core hole couples to the medium. -/
theorem relaxation_pos_iff (M : Site ι) (hA : M.A.PosDef) :
    0 < M.relaxation ↔ M.b ≠ 0 := by
  constructor
  · intro h hb
    rw [Site.relaxation, hb, zero_dotProduct] at h
    linarith
  · intro hb
    have hy : M.A⁻¹ *ᵥ M.b ≠ 0 := by
      intro hy
      have h := force_balance M hA
      rw [hy, Matrix.mulVec_zero] at h
      exact hb h.symm
    -- the relaxation energy is the elastic energy of the balanced displacement
    have h := hA.dotProduct_mulVec_pos hy
    rw [star_trivial, force_balance M hA, dotProduct_comm] at h
    rw [Site.relaxation]
    linarith

end

end AugerParameterRelaxation
```

```lean
#print axioms AugerParameterRelaxation.augerParameter_shift_iff
#print axioms AugerParameterRelaxation.initial_state_shift
#print axioms AugerParameterRelaxation.relaxation_pos_iff
```

```
'AugerParameterRelaxation.augerParameter_shift_iff' depends on axioms: [propext, Classical.choice, Quot.sound]
'AugerParameterRelaxation.initial_state_shift' depends on axioms: [propext, Classical.choice, Quot.sound]
'AugerParameterRelaxation.relaxation_pos_iff' depends on axioms: [propext, Classical.choice, Quot.sound]
```

## Relaxation energy from induced dipoles

In a simulation with classical induced dipoles, $x$ holds the changes in the dipoles caused by the holes, $A$ the inverse polarisabilities together with the dipole-dipole couplings, and $b$ the field of one hole at the polarisable sites. One can solve $Ay=b$ and take half the dot product of $b$ and $y$, without forming the inverse. A Cholesky factorisation of the symmetric matrix $A$ does this and also tests the hypothesis, since it breaks down when $A$ is not positive definite, as can happen when point dipoles sit too close together.

With self-consistent total energies for 0, 1 and 2 holes, the same second difference can be taken directly. Reading it as $-U+2R$ then relies on the linear, fully relaxed response assumed here.
